# The transmon barrier action $\sqrt{8J/C}$ and the instanton that approaches it

Take $C=1$, $J=2$. The half-angle formula gives $\sqrt{J(1-\cos p)/(4C)}=|\sin(p/2)|$, which is $\sin(p/2)$ for a phase $p\in[0,2\pi]$, and $\int_0^{2\pi}\sin(p/2)\,dp=4=\sqrt{8J/C}$. Other positive $C$, $J$ only rescale the integrand.

## Identity and bound

The model is $H(n,p)=4Cn^2-J\cos p$, with $n$ the Cooper-pair number, $p$ the junction phase and $\hbar=1$. The charging energy $C>0$ (an energy, not a capacitance) sets the inverse mass of the phase, and the Josephson energy $J>0$ sets the barrier, of height $2J$. Put $V(p)=J(1-\cos p)$, $\kappa(p)=\sqrt{V(p)/(4C)}$ and $S_0=\sqrt{8J/C}$. Then

$$\int_0^{2\pi}\kappa(p)\,dp=S_0,\qquad S[\varphi;s,t]=\int_s^t\Big(\frac{\dot\varphi^2}{16C}+V(\varphi)\Big)d\tau\;\ge\;S_0,$$

the inequality holding for continuously differentiable paths $\varphi(\tau)$ in imaginary time with $s\le t$ and $\varphi(t)=\varphi(s)+2\pi$.

## Use in circuit and path codes

For the low levels of a single junction mode without dissipation and with $J\gg C$, WKB estimates the charge dispersion as $e^{-S_0}$ times a prefactor that also depends on $J/C$ and on the level, so a charge-basis diagonalisation can be compared with the exponent $S_0$ once that prefactor is divided out. It is also an exact reference for a quadrature of $\kappa$, and a floor for the continuum action that a path optimiser approximates when its paths advance by $2\pi$.

## From the half-angle formula to the instanton

1. Since $V\ge0$, $4C\kappa^2=V$. With $n=i\kappa$, $H=-V-J\cos p=-J$, so $\kappa$ is the rate, per unit phase, at which the exponential factor of a WKB wavefunction decays under the barrier at the energy of the well bottom.
2. From $1-\cos p=2\sin^2(p/2)$, $V/(4C)=(8J/C)\,(\sin(p/2)/4)^2$. On $[0,2\pi]$ the sine is nonnegative, so $\kappa=(S_0/4)\sin(p/2)$.
3. An antiderivative is $-(S_0/2)\cos(p/2)$, so $\int_a^b\kappa\,dp=S_0[\cos(a/2)-\cos(b/2)]/2$ for $a,b\in[0,2\pi]$. Setting $a=0$, $b=2\pi$ gives $S_0$. Because $\kappa$ is $2\pi$-periodic, an integer number of periods from any starting phase gives that integer times $S_0$.
4. Hamilton's equation $\dot\varphi=8Cn$ turns $4Cn^2$ into $\dot\varphi^2/(16C)$, which fixes the kinetic term of $S$. Writing $v=\dot\varphi$ and using step 1,
$$\frac{v^2}{16C}+V-\kappa v=\frac{(v-8C\kappa)^2}{16C}\ge0 .$$
Integrating, $S\ge\int_s^t\kappa(\varphi)v\,d\tau=\int_{\varphi(s)}^{\varphi(s)+2\pi}\kappa\,dp=S_0$.
5. Let $\omega=\sqrt{8CJ}=CS_0$ be the plasma frequency, $x=e^{\omega\tau}$ and $\varphi=4\arctan x$. Then $\dot\varphi=4\omega x/(1+x^2)$ and $\sin(\varphi/2)=2x/(1+x^2)$, so $8C\kappa(\varphi)=2\omega\sin(\varphi/2)=\dot\varphi$. The square in step 4 vanishes, and step 3 gives $S[\varphi;-T,T]=S_0[\cos(\varphi(-T)/2)-\cos(\varphi(T)/2)]/2$. As $T\to\infty$ the endpoints go to $0$ and $2\pi$, and the action goes to $S_0$.

## The namespace `TransmonInstanton`

In Lean 4 with Mathlib:

```lean
import Mathlib

open Real Filter Topology

namespace TransmonInstanton

noncomputable section

/-- Classical transmon energy `4 C n² - J cos p`, with the charge `n` allowed to be complex. -/
def hamiltonian (C J : ℝ) (n : ℂ) (p : ℝ) : ℂ := 4 * C * n ^ 2 - J * (cos p : ℝ)

/-- Josephson potential measured from the bottom of the well. -/
def V (J p : ℝ) : ℝ := J * (1 - cos p)

/-- Under-barrier wave number `sqrt (J (1 - cos p) / (4 C))`. -/
def kappa (C J p : ℝ) : ℝ := sqrt (V J p / (4 * C))

/-- Euclidean action `∫ (v² / (16 C) + V(φ)) dτ` of a phase path `φ` with velocity `v`
between imaginary times `s` and `t`. -/
def euclideanAction (C J : ℝ) (φ v : ℝ → ℝ) (s t : ℝ) : ℝ :=
  ∫ τ in s..t, (v τ ^ 2 / (16 * C) + V J (φ τ))

/-- Plasma frequency `sqrt (8 C J)`. -/
def plasma (C J : ℝ) : ℝ := sqrt (8 * C * J)

/-- The instanton path `4 arctan (exp (ω τ))` with `ω` the plasma frequency. -/
def instanton (C J τ : ℝ) : ℝ := 4 * arctan (exp (plasma C J * τ))

variable {C J : ℝ}

/-- At every phase `p`, `4 C κ(p)²` equals the potential `V(p)`. -/
theorem kappa_sq (hC : 0 < C) (hJ : 0 < J) (p : ℝ) : 4 * C * kappa C J p ^ 2 = V J p := by
  have h : 0 ≤ V J p / (4 * C) :=
    div_nonneg (mul_nonneg hJ.le (by linarith [cos_le_one p])) (by positivity)
  unfold kappa
  rw [sq_sqrt h]
  field_simp

/-- With the imaginary charge `n = i κ(p)` the energy equals `-J` at every phase. -/
theorem hamiltonian_imaginary_charge (hC : 0 < C) (hJ : 0 < J) (p : ℝ) :
    hamiltonian C J (Complex.I * kappa C J p) p = -J := by
  have h := congrArg Complex.ofReal (kappa_sq hC hJ p)
  unfold V at h
  unfold hamiltonian
  push_cast at h ⊢
  linear_combination (4 * (C : ℂ) * (kappa C J p : ℂ) ^ 2) * Complex.I_sq - h

/-- The wave number is a continuous function of the phase. -/
theorem continuous_kappa (C J : ℝ) : Continuous (kappa C J) := by
  unfold kappa V
  exact continuous_sqrt.comp
    ((continuous_const.mul (continuous_const.sub continuous_cos)).div_const _)

/-- Between the minima at `0` and `2π` the wave number is `sqrt (8J/C) / 4 · sin (p/2)`. -/
theorem kappa_eq_sin (hC : 0 < C) (hJ : 0 < J) {p : ℝ} (hp : p ∈ Set.Icc 0 (2 * π)) :
    kappa C J p = sqrt (8 * J / C) / 4 * sin (p / 2) := by
  have hs : 0 ≤ sin (p / 2) :=
    sin_nonneg_of_nonneg_of_le_pi (by linarith [hp.1]) (by linarith [hp.2])
  -- half-angle formula
  have hc : cos p = 1 - 2 * sin (p / 2) ^ 2 := by
    have h := cos_two_mul (p / 2)
    rw [show 2 * (p / 2) = p by ring] at h
    linarith [sin_sq_add_cos_sq (p / 2)]
  have e : V J p / (4 * C) = 8 * J / C * (sin (p / 2) / 4) ^ 2 := by
    unfold V
    rw [hc]
    field_simp
    ring
  unfold kappa
  rw [e, sqrt_mul (by positivity), sqrt_sq (by positivity)]
  ring

/-- The action accumulated between phases `a` and `b` in `[0, 2π]` is
`sqrt (8J/C) (cos (a/2) - cos (b/2)) / 2`. -/
theorem action_between (hC : 0 < C) (hJ : 0 < J) {a b : ℝ}
    (ha : a ∈ Set.Icc 0 (2 * π)) (hb : b ∈ Set.Icc 0 (2 * π)) :
    ∫ p in a..b, kappa C J p = sqrt (8 * J / C) * (cos (a / 2) - cos (b / 2)) / 2 := by
  rw [intervalIntegral.integral_congr (g := fun p => sqrt (8 * J / C) / 4 * sin (p / 2))
    (fun p hp => kappa_eq_sin hC hJ (Set.uIcc_subset_Icc ha hb hp))]
  have hd : ∀ x : ℝ, HasDerivAt (fun p : ℝ => -(sqrt (8 * J / C) / 2) * cos (p / 2))
      (sqrt (8 * J / C) / 4 * sin (x / 2)) x := fun x =>
    (((hasDerivAt_id' x).div_const 2).cos.const_mul (-(sqrt (8 * J / C) / 2))).congr_deriv
      (by ring)
  have hc : Continuous fun p : ℝ => sqrt (8 * J / C) / 4 * sin (p / 2) :=
    continuous_const.mul (continuous_sin.comp (continuous_id.div_const 2))
  rw [intervalIntegral.integral_eq_sub_of_hasDerivAt (fun x _ => hd x)
    (hc.intervalIntegrable a b)]

  ring

/-- Barrier action: the integral of `sqrt (J (1 - cos p) / (4 C))` from `0` to `2π`
equals `sqrt (8J/C)`. -/
theorem barrier_action (hC : 0 < C) (hJ : 0 < J) :
    ∫ p in (0 : ℝ)..2 * π, kappa C J p = sqrt (8 * J / C) := by
  have h2 : (0 : ℝ) ≤ 2 * π := by positivity
  rw [action_between hC hJ ⟨le_rfl, h2⟩ ⟨h2, le_rfl⟩, show 2 * π / 2 = π by ring,
    zero_div, cos_pi, cos_zero]
  ring

/-- Over `n` periods of the cosine, from any starting phase, the action is `n sqrt (8J/C)`. -/
theorem barrier_action_periods (hC : 0 < C) (hJ : 0 < J) (a : ℝ) (n : ℤ) :
    ∫ p in a..a + n * (2 * π), kappa C J p = n * sqrt (8 * J / C) := by
  have hper : Function.Periodic (kappa C J) (2 * π) := fun p => by
    simp only [kappa, V, cos_add_two_pi]
  have h := hper.intervalIntegral_add_zsmul_eq n a
    (fun s t => (continuous_kappa C J).intervalIntegrable s t)
  rw [hper.intervalIntegral_add_eq a 0, zero_add, barrier_action hC hJ] at h
  simp only [zsmul_eq_mul] at h
  exact h

/-- Every continuously differentiable path whose phase advances by `2π` from `s` to `t`, with `s ≤
t`, has Euclidean action at least `sqrt (8J/C)`. -/
theorem barrier_le_euclideanAction (hC : 0 < C) (hJ : 0 < J) {φ v : ℝ → ℝ}
    (hφ : ∀ τ, HasDerivAt φ (v τ) τ) (hv : Continuous v) {s t : ℝ} (hst : s ≤ t)
    (hw : φ t = φ s + 2 * π) :
    sqrt (8 * J / C) ≤ euclideanAction C J φ v s t := by
  have hφc : Continuous φ := continuous_iff_continuousAt.2 fun x => (hφ x).continuousAt
  -- change of variables from time to phase
  have hsub := intervalIntegral.integral_comp_mul_deriv (a := s) (b := t)
    (fun x _ => hφ x) hv.continuousOn (continuous_kappa C J)
  have hper := barrier_action_periods hC hJ (φ s) 1
  simp only [Int.cast_one, one_mul] at hper
  have h1 : Continuous fun x => (kappa C J ∘ φ) x * v x :=
    ((continuous_kappa C J).comp hφc).mul hv
  have h2 : Continuous fun x => v x ^ 2 / (16 * C) + V J (φ x) :=
    ((hv.pow 2).div_const _).add
      (continuous_const.mul (continuous_const.sub (continuous_cos.comp hφc)))
  rw [← hper, ← hw, ← hsub]
  refine intervalIntegral.integral_mono_on hst (h1.intervalIntegrable s t)
    (h2.intervalIntegrable s t) (fun x _ => ?_)
  show kappa C J (φ x) * v x ≤ v x ^ 2 / (16 * C) + V J (φ x)
  -- complete the square
  have e : v x ^ 2 / (16 * C) + 4 * C * kappa C J (φ x) ^ 2 - kappa C J (φ x) * v x
      = (v x - 8 * C * kappa C J (φ x)) ^ 2 / (16 * C) := by
    field_simp
    ring
  have hpos : 0 ≤ (v x - 8 * C * kappa C J (φ x)) ^ 2 / (16 * C) := by positivity
  linarith [kappa_sq hC hJ (φ x)]

/-- The instanton stays in `[0, 2π]` and obeys the first-order equation `φ' = 8 C κ(φ)`. -/
theorem instanton_equation (hC : 0 < C) (hJ : 0 < J) (τ : ℝ) :
    instanton C J τ ∈ Set.Icc 0 (2 * π) ∧
      HasDerivAt (instanton C J) (8 * C * kappa C J (instanton C J τ)) τ := by
  have hr : instanton C J τ ∈ Set.Icc 0 (2 * π) := by
    have h0 := arctan_strictMono (exp_pos (plasma C J * τ))
    rw [arctan_zero] at h0
    have h1 := arctan_lt_pi_div_two (exp (plasma C J * τ))
    unfold instanton
    constructor <;> linarith
  have hsin : ∀ x : ℝ, sin (2 * arctan x) = 2 * x / (1 + x ^ 2) := fun x => by
    have hq : sqrt (1 + x ^ 2) * sqrt (1 + x ^ 2) = 1 + x ^ 2 := mul_self_sqrt (by positivity)
    rw [sin_two_mul, sin_arctan, cos_arctan, mul_assoc, div_mul_div_comm, hq]
    ring
  have hω : plasma C J = C * sqrt (8 * J / C) := by
    unfold plasma
    rw [show 8 * C * J = C ^ 2 * (8 * J / C) by field_simp,
      sqrt_mul (by positivity), sqrt_sq hC.le]
  have hhalf : instanton C J τ / 2 = 2 * arctan (exp (plasma C J * τ)) := by
    unfold instanton
    ring
  have hd : HasDerivAt (instanton C J) (4 * (1 / (1 + exp (plasma C J * τ) ^ 2) *
      (exp (plasma C J * τ) * (plasma C J * 1)))) τ :=
    ((hasDerivAt_id' τ).const_mul (plasma C J)).exp.arctan.const_mul 4
  refine ⟨hr, hd.congr_deriv ?_⟩
  rw [kappa_eq_sin hC hJ hr, hhalf, hsin, hω]
  ring

/-- The Euclidean action of the instanton on `[-T, T]` tends to `sqrt (8J/C)` as `T → ∞`. -/
theorem instanton_action_tendsto (hC : 0 < C) (hJ : 0 < J) :
    Tendsto (fun T => euclideanAction C J (instanton C J) (deriv (instanton C J)) (-T) T)
      atTop (𝓝 (sqrt (8 * J / C))) := by
  have h := instanton_equation hC hJ
  have hφc : Continuous (instanton C J) :=
    continuous_iff_continuousAt.2 fun x => (h x).2.continuousAt
  have hvc : Continuous fun τ => 8 * C * kappa C J (instanton C J τ) :=
    continuous_const.mul ((continuous_kappa C J).comp hφc)
  rw [show deriv (instanton C J) = fun τ => 8 * C * kappa C J (instanton C J τ) from
    funext fun τ => (h τ).2.deriv]
  -- along the instanton the Lagrangian equals κ φ'
  have key : ∀ T, euclideanAction C J (instanton C J)
      (fun τ => 8 * C * kappa C J (instanton C J τ)) (-T) T = sqrt (8 * J / C) *
        (cos (instanton C J (-T) / 2) - cos (instanton C J T / 2)) / 2 := fun T => by
    have hsub := intervalIntegral.integral_comp_mul_deriv (a := -T) (b := T)
      (fun x _ => (h x).2) hvc.continuousOn (continuous_kappa C J)
    rw [← action_between hC hJ (h (-T)).1 (h T).1, ← hsub]
    refine intervalIntegral.integral_congr (fun x _ => ?_)
    show (8 * C * kappa C J (instanton C J x)) ^ 2 / (16 * C) + V J (instanton C J x)
      = kappa C J (instanton C J x) * (8 * C * kappa C J (instanton C J x))
    rw [← kappa_sq hC hJ]
    field_simp
    ring
  -- the path runs from 0 to 2π
  have hω : 0 < plasma C J := sqrt_pos.2 (by positivity)
  have hlin : Tendsto (fun T => plasma C J * T) atTop atTop := tendsto_id.const_mul_atTop hω
  have hneg : Tendsto (fun T => plasma C J * -T) atTop atBot :=
    (tendsto_neg_atTop_atBot.comp hlin).congr (fun T => by simp)
  have h1 : Tendsto (fun T => instanton C J T) atTop (𝓝 (4 * (π / 2))) :=
    ((tendsto_arctan_atTop.mono_right nhdsWithin_le_nhds).comp
      (tendsto_exp_atTop.comp hlin)).const_mul 4
  have h2 : Tendsto (fun T => instanton C J (-T)) atTop (𝓝 (4 * arctan 0)) :=
    ((continuous_arctan.tendsto 0).comp (tendsto_exp_atBot.comp hneg)).const_mul 4
  have h3 := ((((continuous_cos.tendsto _).comp (h2.div_const 2)).sub
    ((continuous_cos.tendsto _).comp (h1.div_const 2))).const_mul
      (sqrt (8 * J / C))).div_const 2
  have e : sqrt (8 * J / C) * (cos (4 * arctan 0 / 2) - cos (4 * (π / 2) / 2)) / 2
      = sqrt (8 * J / C) := by
    rw [show 4 * (π / 2) / 2 = π by ring, arctan_zero, mul_zero, zero_div, cos_zero, cos_pi]
    ring
  rw [e] at h3
  exact h3.congr (fun T => (key T).symm)

end

end TransmonInstanton
```

```lean
#print axioms TransmonInstanton.hamiltonian_imaginary_charge
#print axioms TransmonInstanton.barrier_le_euclideanAction
#print axioms TransmonInstanton.instanton_action_tendsto
```

```
'TransmonInstanton.hamiltonian_imaginary_charge' depends on axioms: [propext, Classical.choice, Quot.sound]
'TransmonInstanton.barrier_le_euclideanAction' depends on axioms: [propext, Classical.choice, Quot.sound]
'TransmonInstanton.instanton_action_tendsto' depends on axioms: [propext, Classical.choice, Quot.sound]
```

The definitions `hamiltonian`, `V`, `kappa`, `euclideanAction`, `plasma` and `instanton` are $H$, $V$, $\kappa$, $S$, $\omega$ and the path of step 5; `hC` and `hJ` are $C>0$ and $J>0$. The phase is a real number, not an angle modulo $2\pi$, so that a path can wind. `barrier_action` is the identity. In `barrier_action_periods` the integer `n` counts periods, not charge, and may be zero or negative. `euclideanAction` takes path and velocity as separate arguments; in `barrier_le_euclideanAction`, `hφ` makes `v` the derivative of `φ` at every real time, `hv` makes it continuous, `hst` orders the times and `hw` is the advance by $2\pi$.

Step 1 is `kappa_sq` and `hamiltonian_imaginary_charge`, where `linear_combination` feeds in $i^2=-1$. In `kappa_eq_sin`, `hc` is the half-angle formula and `hs` the sign that lets `sqrt_sq` remove the root. `action_between` swaps the integrand for the sine, verifies the antiderivative in `hd` and applies the fundamental theorem of calculus. For the bound, `hsub` changes variable from time to phase, which requires `continuous_kappa` but no monotonicity of the path; `e` completes the square, and `integral_mono_on` integrates the pointwise inequality. `instanton_equation` matches the chain-rule derivative `hd` with $8C\kappa$ through `hsin` and `hω`. In `instanton_action_tendsto`, `key` is the finite-$T$ action, and `h1`, `h2` are the endpoint limits.

## A classical action at the well bottom

The theorems concern integrals and classical paths. No operator, spectrum or offset charge is defined, so the WKB link to charge dispersion, its prefactor and its level dependence are not derived. The energy is fixed at $-J$, whereas an actual level lies higher and, if it is below the barrier top $J$, has turning points inside the interval. The form of $S$ is a definition, and the bound says nothing about a time-discretised action.

The bound and the instanton limit are separate statements. For finite $T$ the instanton advances by less than $2\pi$ and so does not satisfy `hw`; no theorem exhibits a path that meets `hw` with action near $S_0$.

The following evaluations come from the formulas above and are not theorems of the file. Inserting $\cos(2\arctan x)=(1-x^2)/(1+x^2)$ gives the instanton action $S_0\tanh(\omega T)$, which is zero at $T=0$ and approaches $S_0$ from below with deficit close to $2S_0e^{-2\omega T}$ for large $\omega T$; evaluating this path on a truncated time window therefore underestimates the exponent, whereas a path required to advance by the full $2\pi$ within the window has action at least $S_0$. The range condition `hp` matters for a code that uses the sine form: at $C=1$, $J=2$, $p=3\pi$ it returns $-1$ while $\kappa=1$, and its integral over $[0,4\pi]$ is $0$ instead of $8$. Without `hst`, the path $\varphi=-\tau$ with $s=2\pi$, $t=0$ satisfies `hw`, yet the oriented integral equals $-\pi/(8C)-2\pi J<0$.
